# The contact condition for two-magnon Bethe states on the infinite Heisenberg chain

Q: Before any claim about magnons, what is a state here? An infinite tensor product is delicate.

A: None is used. A configuration is a finite set $F$ of integer sites whose spins are flipped relative to the all-up ferromagnetic state. A state $\Psi$ assigns a complex amplitude to each $F$.

In Lean 4 with Mathlib:

```lean
import Mathlib

open Complex

namespace TwoMagnonContact

noncomputable section

/-- A state of the infinite chain: an amplitude for each finite set of flipped spins. -/
abbrev State := Finset ℤ → ℂ
```

Q: And the Pauli matrices?

A: They act on amplitudes site by site. `toggle j F` flips the spin at $j$. Up has $\sigma^z=+1$, flipped has $\sigma^z=-1$, and the factors $\pm i$ in `sigmaY` are those of the usual matrix.

```lean
/-- Flip the spin at site `j`. -/
def toggle (j : ℤ) (F : Finset ℤ) : Finset ℤ := if j ∈ F then F.erase j else insert j F

/-- The Pauli operator `σˣ` at site `j`. -/
def sigmaX (j : ℤ) (Ψ : State) : State := fun F => Ψ (toggle j F)

/-- The Pauli operator `σʸ` at site `j`. -/
def sigmaY (j : ℤ) (Ψ : State) : State := fun F => (if j ∈ F then I else -I) * Ψ (toggle j F)

/-- The Pauli operator `σᶻ` at site `j`; flipped spins have the value `-1`. -/
def sigmaZ (j : ℤ) (Ψ : State) : State := fun F => (if j ∈ F then -1 else 1) * Ψ F
```

Q: Which Hamiltonian, in which units?

A: $H=\sum_j (I-\sigma_j\cdot\sigma_{j+1})/2$, over all integers $j$. The sign is ferromagnetic, and the prefactor fixes the energy unit, with exchange coupling $J=1$ in the convention $-2J\,\mathbf S_j\cdot\mathbf S_{j+1}$: in terms of $\mathbf S=\sigma/2$, each bond is $\tfrac12-2\,\mathbf S_j\cdot\mathbf S_{j+1}$.

```lean
/-- The bond term `(I - σ_j · σ_(j+1)) / 2`. -/
def bond (j : ℤ) (Ψ : State) : State := fun F =>
  (Ψ F - (sigmaX j (sigmaX (j + 1) Ψ) F + sigmaY j (sigmaY (j + 1) Ψ) F
    + sigmaZ j (sigmaZ (j + 1) Ψ) F)) / 2

/-- The Heisenberg Hamiltonian: the sum of the bond terms over the infinite chain. -/
def hamiltonian (Ψ : State) : State := fun F => ∑ᶠ j : ℤ, bond j Ψ F
```

The two-flip state built from a function $\psi(x,y)$ has amplitude $\psi(x,y)$ on $\{x,y\}$ with $x<y$, and zero on every configuration without exactly two flips. We take
$$\psi(x,y)=A\,e^{i(kx+py)}+B\,e^{i(px+ky)},$$
with $k,p,A,B$ complex.

```lean
/-- The state with amplitude `ψ x y` for flips at `x < y`, and zero unless two spins are flipped. -/
def twoFlip (ψ : ℤ → ℤ → ℂ) : State := fun F =>
  if F.card = 2 then ∑ x ∈ F, ∑ y ∈ F, (if x < y then ψ x y else 0) else 0

/-- The plane wave `exp(i(kx + py))`. -/
def planeWave (k p : ℂ) (x y : ℤ) : ℂ := exp ((k * x + p * y) * I)

/-- The Bethe amplitude `A exp(i(kx + py)) + B exp(i(px + ky))`. -/
def bethe (k p A B : ℂ) (x y : ℤ) : ℂ := A * planeWave k p x y + B * planeWave p k x y
```

Q: The symbol `∑ᶠ` returns zero when infinitely many terms are nonzero. Could that fake an eigenstate?

A: No, because only finitely many bonds act on each $F$. On aligned spins the $xx$ and $yy$ terms cancel and $zz$ gives $1$, so the bond gives $(\Psi-\Psi)/2=0$. On opposite spins $xx$ and $yy$ each give $\Psi(F')$, where $F'$ has the two spins exchanged, and $zz$ gives $-\Psi(F)$. The bond is then
$$\tfrac12\bigl(\Psi(F)-2\Psi(F')+\Psi(F)\bigr)=\Psi(F)-\Psi(F').$$
The proof of `bond_eq_exchange` checks the four spin cases using $i^2=-1$. A bond can therefore act only if it touches a flipped site, which gives `active_bonds_finite`.

```lean
private lemma mem_toggle (a j : ℤ) (F : Finset ℤ) :
    a ∈ toggle j F ↔ (a ≠ j ∧ a ∈ F) ∨ (a = j ∧ j ∉ F) := by
  by_cases h : j ∈ F <;> by_cases ha : a = j <;> simp [toggle, h, ha]

/-- A bond term vanishes on aligned spins; on opposite spins it is the identity minus the
exchange of the two spins. -/
theorem bond_eq_exchange (j : ℤ) (Ψ : State) (F : Finset ℤ) :
    bond j Ψ F = if (j ∈ F ↔ j + 1 ∈ F) then 0
      else Ψ F - Ψ (toggle (j + 1) (toggle j F)) := by
  have hm : (j + 1 ∈ toggle j F) ↔ j + 1 ∈ F := by
    rw [mem_toggle]
    have : j + 1 ≠ j := by omega
    tauto
  by_cases h1 : j ∈ F <;> by_cases h2 : j + 1 ∈ F <;>
    simp only [bond, sigmaX, sigmaY, sigmaZ, hm, h1, h2, true_iff, false_iff,
      not_true_eq_false, ↓reduceIte] <;>
    first
    | linear_combination (Ψ (toggle (j + 1) (toggle j F)) / 2) * I_mul_I
    | linear_combination (-(Ψ (toggle (j + 1) (toggle j F)) / 2)) * I_mul_I

/-- Only finitely many bonds contribute to the Hamiltonian at a given configuration. -/
theorem active_bonds_finite (Ψ : State) (F : Finset ℤ) :
    (Function.support fun j => bond j Ψ F).Finite := by
  refine (F ∪ F.image (fun a => a - 1)).finite_toSet.subset fun j hj => ?_
  by_contra hn
  have hn' : j ∉ F ∪ F.image (fun a => a - 1) := hn
  rw [Finset.mem_union, not_or] at hn'
  have h2 : j + 1 ∉ F := fun h => hn'.2 (Finset.mem_image.mpr ⟨j + 1, h, by ring⟩)
  refine Function.mem_support.mp hj ?_
  show bond j Ψ F = 0
  rw [bond_eq_exchange, if_pos (iff_of_false hn'.1 h2)]
```

Q: What does $H$ do to two flips?

A: If $x+1<y$, the active bonds are $j=x-1,\,x,\,y-1,\,y$, and each moves one flip by one site:
$$(H\Psi)(x,y)=4\psi(x,y)-\psi(x-1,y)-\psi(x+1,y)-\psi(x,y-1)-\psi(x,y+1).$$
If $y=x+1$, the bond between the flips joins aligned spins and drops out. Only $j=x-1$ and $j=x+1$ remain:
$$(H\Psi)(x,x+1)=2\psi(x,x+1)-\psi(x-1,x+1)-\psi(x,x+2).$$
In the code, `hamiltonian_eq_sum` reduces the infinite sum to these bonds and `bond_pair` evaluates each hop; `omega` does the integer bookkeeping.

```lean
private lemma hamiltonian_eq_sum (Ψ : State) (F s : Finset ℤ)
    (hs : ∀ j, j ∉ s → (j ∈ F ↔ j + 1 ∈ F)) : hamiltonian Ψ F = ∑ j ∈ s, bond j Ψ F := by
  refine finsum_eq_sum_of_support_subset _ fun j hj => ?_
  by_contra hn
  refine Function.mem_support.mp hj ?_
  show bond j Ψ F = 0
  rw [bond_eq_exchange, if_pos (hs j hn)]

private lemma twoFlip_pair (ψ : ℤ → ℤ → ℂ) {x y : ℤ} (h : x < y) :
    twoFlip ψ {x, y} = ψ x y := by
  have h' : ¬ y < x := by omega
  simp only [twoFlip, Finset.card_pair h.ne, Finset.sum_pair h.ne, lt_irrefl, h, h',
    ↓reduceIte, zero_add, add_zero]

private lemma bond_pair (ψ : ℤ → ℤ → ℂ) {j x y x' y' : ℤ} (h : x < y) (h' : x' < y')
    (hj : (j = x ∧ j + 1 = x' ∧ y' = y) ∨ (j + 1 = x ∧ j = x' ∧ y' = y) ∨
      (j = y ∧ j + 1 = y' ∧ x' = x) ∨ (j + 1 = y ∧ j = y' ∧ x' = x)) :
    bond j (twoFlip ψ) {x, y} = ψ x y - ψ x' y' := by
  have hn : ¬ (j ∈ ({x, y} : Finset ℤ) ↔ j + 1 ∈ ({x, y} : Finset ℤ)) := by
    simp only [Finset.mem_insert, Finset.mem_singleton]
    omega
  have ht : toggle (j + 1) (toggle j {x, y}) = {x', y'} := by
    ext a
    simp only [mem_toggle, Finset.mem_insert, Finset.mem_singleton]
    omega
  rw [bond_eq_exchange, if_neg hn, ht, twoFlip_pair ψ h, twoFlip_pair ψ h']

/-- For two flips that are not neighbours, each flip hops freely to both sides. -/
theorem hamiltonian_separated (ψ : ℤ → ℤ → ℂ) {x y : ℤ} (h : x + 1 < y) :
    hamiltonian (twoFlip ψ) {x, y} =
      4 * ψ x y - ψ (x - 1) y - ψ (x + 1) y - ψ x (y - 1) - ψ x (y + 1) := by
  have h1 : x - 1 ∉ ({x, y - 1, y} : Finset ℤ) := by
    simp only [Finset.mem_insert, Finset.mem_singleton]; omega
  have h2 : x ∉ ({y - 1, y} : Finset ℤ) := by
    simp only [Finset.mem_insert, Finset.mem_singleton]; omega
  have h3 : y - 1 ∉ ({y} : Finset ℤ) := by
    simp only [Finset.mem_singleton]; omega
  rw [hamiltonian_eq_sum _ _ {x - 1, x, y - 1, y} (by
      intro j; simp only [Finset.mem_insert, Finset.mem_singleton]; omega),
    Finset.sum_insert h1, Finset.sum_insert h2, Finset.sum_insert h3, Finset.sum_singleton,
    bond_pair ψ (j := x - 1) (x' := x - 1) (y' := y) (by omega) (by omega) (by omega),
    bond_pair ψ (j := x) (x' := x + 1) (y' := y) (by omega) (by omega) (by omega),
    bond_pair ψ (j := y - 1) (x' := x) (y' := y - 1) (by omega) (by omega) (by omega),
    bond_pair ψ (j := y) (x' := x) (y' := y + 1) (by omega) (by omega) (by omega)]
  ring

/-- For two neighbouring flips only the two outward hops remain. -/
theorem hamiltonian_adjacent (ψ : ℤ → ℤ → ℂ) (x : ℤ) :
    hamiltonian (twoFlip ψ) {x, x + 1} =
      2 * ψ x (x + 1) - ψ (x - 1) (x + 1) - ψ x (x + 1 + 1) := by
  have h1 : x - 1 ∉ ({x + 1} : Finset ℤ) := by
    simp only [Finset.mem_singleton]; omega
  rw [hamiltonian_eq_sum _ _ {x - 1, x + 1} (by
      intro j; simp only [Finset.mem_insert, Finset.mem_singleton]; omega),
    Finset.sum_insert h1, Finset.sum_singleton,
    bond_pair ψ (j := x - 1) (x' := x - 1) (y' := x + 1) (by omega) (by omega) (by omega),
    bond_pair ψ (j := x + 1) (x' := x) (y' := x + 1 + 1) (by omega) (by omega) (by omega)]
  ring
```

Q: Does the eigenvalue equation also hold on configurations with one flip, or three?

A: Yes, both sides vanish there. Exchanging opposite spins preserves the number of flips, so $H$ only connects such a configuration to others where the amplitude is zero.

```lean
private lemma card_exchange {j : ℤ} {F : Finset ℤ} (h : ¬ (j ∈ F ↔ j + 1 ∈ F)) :
    (toggle (j + 1) (toggle j F)).card = F.card := by
  by_cases h1 : j ∈ F
  · have h2 : j + 1 ∉ F := fun h2 => h (iff_of_true h1 h2)
    have h3 : j + 1 ∉ F.erase j := fun h3 => h2 (Finset.mem_of_mem_erase h3)
    have e1 : toggle j F = F.erase j := if_pos h1
    have e2 : toggle (j + 1) (F.erase j) = insert (j + 1) (F.erase j) := if_neg h3
    rw [e1, e2, Finset.card_insert_of_notMem h3, Finset.card_erase_add_one h1]
  · have h2 : j + 1 ∈ F := by
      by_contra h2
      exact h (iff_of_false h1 h2)
    have h3 : j + 1 ∈ insert j F := Finset.mem_insert_of_mem h2
    have e1 : toggle j F = insert j F := if_neg h1
    have e2 : toggle (j + 1) (insert j F) = (insert j F).erase (j + 1) := if_pos h3
    have hc := Finset.card_erase_add_one h3
    rw [Finset.card_insert_of_notMem h1] at hc
    rw [e1, e2]
    omega

/-- The Hamiltonian does not lead out of the two-flip sector. -/
theorem hamiltonian_sector (ψ : ℤ → ℤ → ℂ) {F : Finset ℤ} (hF : F.card ≠ 2) :
    hamiltonian (twoFlip ψ) F = 0 := by
  refine finsum_eq_zero_of_forall_eq_zero fun j => ?_
  rw [bond_eq_exchange]
  split_ifs with h
  · rfl
  · have hG : (toggle (j + 1) (toggle j F)).card ≠ 2 := by rwa [card_exchange h]
    simp only [twoFlip, hF, hG, ↓reduceIte, sub_zero]
```

Q: Where does the contact condition come from?

A: Shifting $x$ or $y$ by $\pm1$ multiplies $e^{i(kx+py)}$ by $e^{\pm ik}$ or $e^{\pm ip}$. The separated equation therefore holds with $E=4-2\cos k-2\cos p$, and swapping $k$ and $p$ leaves $E$ unchanged. As an identity between exponentials it holds for all integers $x,y$, including $y=x+1$. Subtracting it from the adjacent equation leaves
$$(H\Psi-E\Psi)(x,x+1)=\psi(x,x)+\psi(x+1,x+1)-2\psi(x,x+1),$$
where $\psi(x,x)$ means the formula continued to coinciding sites. Inserting the waves gives $e^{i(k+p)x}\,C$, with
$$C=A\bigl(1+e^{i(k+p)}-2e^{ip}\bigr)+B\bigl(1+e^{i(k+p)}-2e^{ik}\bigr).$$
The lemmas `planeWave_free` and `planeWave_contact` are these two computations, and `contact_defect` combines them.

```lean
private lemma planeWave_free (k p : ℂ) (x y : ℤ) :
    4 * planeWave k p x y - planeWave k p (x - 1) y - planeWave k p (x + 1) y
      - planeWave k p x (y - 1) - planeWave k p x (y + 1)
      = (4 - 2 * cos k - 2 * cos p) * planeWave k p x y := by
  have hc : ∀ q : ℂ, 2 * cos q = exp (q * I) + exp (-q * I) := by
    intro q
    simp only [Complex.cos]
    ring
  have a1 : planeWave k p (x - 1) y = exp (-k * I) * planeWave k p x y := by
    unfold planeWave; rw [← Complex.exp_add]; congr 1; push_cast; ring
  have a2 : planeWave k p (x + 1) y = exp (k * I) * planeWave k p x y := by
    unfold planeWave; rw [← Complex.exp_add]; congr 1; push_cast; ring
  have a3 : planeWave k p x (y - 1) = exp (-p * I) * planeWave k p x y := by
    unfold planeWave; rw [← Complex.exp_add]; congr 1; push_cast; ring
  have a4 : planeWave k p x (y + 1) = exp (p * I) * planeWave k p x y := by
    unfold planeWave; rw [← Complex.exp_add]; congr 1; push_cast; ring
  linear_combination planeWave k p x y * (hc k + hc p) - a1 - a2 - a3 - a4

private lemma planeWave_contact (k p : ℂ) (x : ℤ) :
    planeWave k p x x + planeWave k p (x + 1) (x + 1) - 2 * planeWave k p x (x + 1)
      = exp ((k + p) * x * I) * (1 + exp ((k + p) * I) - 2 * exp (p * I)) := by
  have h1 : planeWave k p x x = exp ((k + p) * x * I) := by
    unfold planeWave; congr 1; ring
  have h2 : planeWave k p (x + 1) (x + 1) = exp ((k + p) * x * I) * exp ((k + p) * I) := by
    unfold planeWave; rw [← Complex.exp_add]; congr 1; push_cast; ring
  have h3 : planeWave k p x (x + 1) = exp ((k + p) * x * I) * exp (p * I) := by
    unfold planeWave; rw [← Complex.exp_add]; congr 1; push_cast; ring
  linear_combination h1 + h2 - 2 * h3

/-- On neighbouring flips the Bethe amplitude misses the eigenvalue equation by the factor
`exp(i(k+p)x)` times the contact expression. -/
theorem contact_defect (k p A B : ℂ) (x : ℤ) :
    hamiltonian (twoFlip (bethe k p A B)) {x, x + 1} =
      (4 - 2 * cos k - 2 * cos p) * twoFlip (bethe k p A B) {x, x + 1}
      + exp ((k + p) * x * I) * (A * (1 + exp ((k + p) * I) - 2 * exp (p * I))
        + B * (1 + exp ((k + p) * I) - 2 * exp (k * I))) := by
  rw [hamiltonian_adjacent, twoFlip_pair _ (lt_add_one x)]
  have f1 := planeWave_free k p x (x + 1)
  have f2 := planeWave_free p k x (x + 1)
  have c1 := planeWave_contact k p x
  have c2 := planeWave_contact p k x
  rw [add_sub_cancel_right] at f1 f2
  rw [add_comm p k] at c2
  unfold bethe
  linear_combination A * f1 + B * f2 + A * c1 + B * c2
```

Q: So what exactly does the main theorem say?

A: For all complex $k,p,A,B$, the equality $H\Psi=E\Psi$ at every configuration is equivalent to $C=0$. Forwards, the pair $\{0,1\}$ suffices, since the exponential never vanishes. Backwards, the proof treats adjacent pairs, separated pairs and all other configurations in turn.

```lean
/-- Two-magnon contact condition: the Bethe amplitudes solve the eigenvalue equation of the
infinite chain at energy `4 - 2 cos k - 2 cos p` exactly when the contact expression vanishes. -/
theorem bethe_eigenstate_iff (k p A B : ℂ) :
    hamiltonian (twoFlip (bethe k p A B))
        = (4 - 2 * cos k - 2 * cos p) • twoFlip (bethe k p A B) ↔
      A * (1 + exp ((k + p) * I) - 2 * exp (p * I))
        + B * (1 + exp ((k + p) * I) - 2 * exp (k * I)) = 0 := by
  constructor
  · intro h
    -- one neighbouring pair is enough to read off the condition
    have h0 : hamiltonian (twoFlip (bethe k p A B)) {(0 : ℤ), 0 + 1}
        = (4 - 2 * cos k - 2 * cos p) * twoFlip (bethe k p A B) {(0 : ℤ), 0 + 1} :=
      congrFun h _
    have hd := contact_defect k p A B 0
    rw [h0] at hd
    exact (mul_eq_zero.mp (left_eq_add.mp hd)).resolve_left (Complex.exp_ne_zero _)
  · intro hC
    funext F
    show hamiltonian (twoFlip (bethe k p A B)) F
      = (4 - 2 * cos k - 2 * cos p) * twoFlip (bethe k p A B) F
    by_cases hF : F.card = 2
    · obtain ⟨x, y, hxy, rfl⟩ : ∃ x y : ℤ, x < y ∧ F = {x, y} := by
        obtain ⟨x, y, hne, rfl⟩ := Finset.card_eq_two.mp hF
        rcases lt_or_gt_of_ne hne with h | h
        · exact ⟨x, y, h, rfl⟩
        · exact ⟨y, x, h, Finset.pair_comm x y⟩
      rcases (show x + 1 ≤ y by omega).eq_or_lt with rfl | h
      · rw [contact_defect, hC, mul_zero, add_zero]
      · -- away from contact both plane waves propagate freely
        rw [hamiltonian_separated _ h, twoFlip_pair _ hxy]
        unfold bethe
        linear_combination A * planeWave_free k p x y + B * planeWave_free p k x y
    · rw [hamiltonian_sector _ hF]
      simp only [twoFlip, hF, ↓reduceIte, mul_zero]
```

Q: "Eigenstate" usually means nonzero and normalisable.

A: Neither is required. These are formal solutions on an infinite chain, and complex momenta may make them grow. There are also no periodic boundary conditions, hence no quantised momenta, and nothing about completeness or three magnons. The explicit coefficients below always solve the equation, but when $e^{ik}=e^{ip}$ they are opposite and the state is zero.

```lean
/-- An explicit choice of the two coefficients solves the eigenvalue equation for all `k`, `p`. -/
theorem bethe_solution (k p : ℂ) :
    let ψ := bethe k p (1 + exp ((k + p) * I) - 2 * exp (k * I))
      (-(1 + exp ((k + p) * I) - 2 * exp (p * I)))
    hamiltonian (twoFlip ψ) = (4 - 2 * cos k - 2 * cos p) • twoFlip ψ := by
  intro ψ
  exact (bethe_eigenstate_iff k p _ _).mpr (by ring)
```

Q: Is there scattering physics in it?

A: For real momenta, write $f$ and $g$ for the factors multiplying $A$ and $B$ in $C$. Then $g=e^{i(k+p)}\bar f$, so $|g|=|f|$, and $Af=-Bg$ gives $|A||f|=|B||f|$. If $f=0$, then $g=0$ too; subtracting gives $e^{ik}=e^{ip}$, and then $(e^{ik}-1)^2=0$, so both momenta are zero modulo $2\pi$. The hypothesis `hkp` excludes that point, where $C$ vanishes for any $A,B$. Otherwise $|A|=|B|$. For two magnons with real momenta that are distinct modulo $2\pi$ on this infinite nearest-neighbour chain, $B/A$ in a nonzero solution is thus a pure scattering phase.

```lean
/-- For real momenta that are not both zero modulo `2π`, the two plane waves of a Bethe
eigenstate have coefficients of equal modulus. -/
theorem equal_modulus (k p : ℝ) (A B : ℂ)
    (hkp : ¬ (exp (k * I) = 1 ∧ exp (p * I) = 1))
    (h : hamiltonian (twoFlip (bethe k p A B))
      = (4 - 2 * cos (k : ℂ) - 2 * cos (p : ℂ)) • twoFlip (bethe k p A B)) :
    ‖A‖ = ‖B‖ := by
  have hC := (bethe_eigenstate_iff k p A B).mp h
  set f : ℂ := 1 + exp ((k + p) * I) - 2 * exp (p * I) with hf
  set g : ℂ := 1 + exp ((k + p) * I) - 2 * exp (k * I) with hg
  -- the two factors are complex conjugates up to a phase
  have hconj : g = exp ((k + p) * I) * (starRingEnd ℂ) f := by
    have e1 : exp (((k : ℂ) + p) * I) * exp (((k : ℂ) + p) * -I) = 1 := by
      rw [← Complex.exp_add, ← Complex.exp_zero]; congr 1; ring
    have e2 : exp (((k : ℂ) + p) * I) * exp ((p : ℂ) * -I) = exp (k * I) := by
      rw [← Complex.exp_add]; congr 1; ring
    have e3 : (starRingEnd ℂ) f
        = 1 + exp (((k : ℂ) + p) * -I) - 2 * exp ((p : ℂ) * -I) := by
      rw [hf]
      simp only [map_sub, map_add, map_mul, map_one, map_ofNat, ← Complex.exp_conj,
        Complex.conj_ofReal, Complex.conj_I]
    rw [e3, hg]
    linear_combination 2 * e2 - e1
  have hnorm : ‖g‖ = ‖f‖ := by
    have e : ‖exp (((k : ℂ) + p) * I)‖ = 1 := by
      have := Complex.norm_exp_ofReal_mul_I (k + p)
      rwa [Complex.ofReal_add] at this
    rw [hconj, norm_mul, e, one_mul, RCLike.norm_conj]
  have hf0 : f ≠ 0 := by
    intro h0
    have g0 : g = 0 := by rw [hconj, h0, map_zero, mul_zero]
    have hm : exp (((k : ℂ) + p) * I) = exp (k * I) * exp (p * I) := by
      rw [← Complex.exp_add]; congr 1; ring
    rw [hf] at h0
    rw [hg] at g0
    have huv : exp ((p : ℂ) * I) = exp (k * I) := by linear_combination (g0 - h0) / 2
    have hsq : (exp ((k : ℂ) * I) - 1) ^ 2 = 0 := by
      linear_combination g0 - hm - exp ((k : ℂ) * I) * huv
    have hu : exp ((k : ℂ) * I) = 1 := sub_eq_zero.mp (pow_eq_zero_iff two_ne_zero |>.mp hsq)
    exact hkp ⟨hu, huv.trans hu⟩
  have hAB : ‖A‖ * ‖f‖ = ‖B‖ * ‖f‖ := by
    have : A * f = -(B * g) := by linear_combination hC
    rw [← norm_mul, this, norm_neg, norm_mul, hnorm]
  exact mul_right_cancel₀ (norm_ne_zero_iff.mpr hf0) hAB

end

end TwoMagnonContact
```

```lean
#print axioms TwoMagnonContact.active_bonds_finite
#print axioms TwoMagnonContact.bethe_eigenstate_iff
#print axioms TwoMagnonContact.bethe_solution
#print axioms TwoMagnonContact.equal_modulus
```

```
'TwoMagnonContact.active_bonds_finite' depends on axioms: [propext, Classical.choice, Quot.sound]
'TwoMagnonContact.bethe_eigenstate_iff' depends on axioms: [propext, Classical.choice, Quot.sound]
'TwoMagnonContact.bethe_solution' depends on axioms: [propext, Classical.choice, Quot.sound]
'TwoMagnonContact.equal_modulus' depends on axioms: [propext, Classical.choice, Quot.sound]
```
